# Linear mixing of a diagonalisable affine map converges to a given fixed point from every start, for some positive α, exactly when every response eigenvalue has real part below one

The self-consistency map is taken to be affine, $x\mapsto Mx+c$, on a finite-dimensional complex space, and its response $M$ is assumed to have a basis of eigenvectors. The space is complex because a real, non-symmetric response matrix can have complex eigenvalues. The mixing parameter $\alpha$ remains real, and one value is used for all modes.

## The window for the mixing parameter

Let $p$ be a fixed point, $Mp+c=p$, and let $b_j$ be the eigenvectors, with $Mb_j=\mu_j b_j$. Linear mixing adds a fraction of the residual to the current vector:

$$x_{k+1}=x_k+\alpha\,(Mx_k+c-x_k).$$

Some $\alpha>0$ makes $x_k$ converge to $p$ from every start $x_0$ if and only if $\operatorname{Re}\mu_j<1$ for all $j$. When this condition holds and there is at least one mode, the real values of $\alpha$ that give convergence to $p$ from every start are exactly those with

$$0<\alpha<\frac{2(1-\operatorname{Re}\mu_j)}{|1-\mu_j|^2}\qquad\text{for all }j.$$

The condition on the real parts matters in the second statement. If every $\operatorname{Re}\mu_j$ exceeds one, a small negative $\alpha$ converges, although no positive one does.

## Damping in a self-consistency loop

A self-consistent-field code with simple density mixing performs this iteration to first order near a solution, with $M$ the derivative of the output density with respect to the input density; the theorem describes that linearised problem, not the full nonlinear loop. Within the affine model, it separates two ways of failing to reach $p$. If all real parts are below one, a small enough positive $\alpha$ cures the failure. If some $\operatorname{Re}\mu_j\ge 1$, no reduction of a positive $\alpha$ gives convergence to $p$ from every start. In the special case $\mu_j=1$ the error along $b_j$ does not grow but stays constant.

## From one mode to every starting vector

Write $f_j=1+\alpha(\mu_j-1)$ for the mixing factor of mode $j$. For a single mode, drop the index and set $d=1-\operatorname{Re}\mu$ and $N=|1-\mu|^2=d^2+(\operatorname{Im}\mu)^2$. The real part of $f$ is $1-\alpha d$ and its imaginary part is $\alpha\operatorname{Im}\mu$, so

$$|f|^2=(1-\alpha d)^2+\alpha^2(\operatorname{Im}\mu)^2=1-\alpha(2d-\alpha N).$$

Hence $|f|<1$ exactly when $\alpha(2d-\alpha N)>0$.

Suppose $d>0$. Then $N>0$. If $\alpha\le 0$, the bracket is at least $2d>0$, so the product is not positive. Therefore $\alpha$ must be positive, the bracket must be positive too, and this means $\alpha<2d/N$. Conversely, $0<\alpha<2d/N$ makes both factors positive.

For finitely many modes with all $\operatorname{Re}\mu_j<1$, every bound is positive, so a sufficiently small positive $\alpha$ lies below all of them. In the other direction, if some $\alpha>0$ gives $|f_j|<1$ for all $j$, then $2(1-\operatorname{Re}\mu_j)>\alpha|1-\mu_j|^2\ge 0$, and so $\operatorname{Re}\mu_j<1$.

It remains to connect the factors with the iteration. Let $e_k=x_k-p$. Since $Mp+c=p$, the residual at $p+e_k$ is $Me_k-e_k$, and

$$e_{k+1}=e_k+\alpha(Me_k-e_k).$$

Expand the initial error as $e_0=\sum_j a_jb_j$. Each step multiplies the component along $b_j$ by $f_j$, which gives

$$e_k=\sum_j f_j^k a_j b_j.$$

If all $|f_j|<1$, every term of this finite sum tends to zero. If some $|f_j|\ge 1$, start from $p+b_j$: the error norm is $|f_j|^k\|b_j\|\ge\|b_j\|>0$ at every step, so this start does not converge to $p$. Convergence to $p$ from every start is thus equivalent to $|f_j|<1$ for all $j$, and the window follows.

### One real mode, and the approach to Re μ = 1

For a single real eigenvalue $\mu<1$, the bound reduces to $\alpha<2/(1-\mu)$. With $\mu=-9$, for example, $\alpha$ must stay below $0.2$. As a real $\mu$ approaches one from below, this bound grows without limit, but at fixed $\alpha$ the factor tends to one and convergence becomes slow. If $\operatorname{Re}\mu$ approaches one from below while $\operatorname{Im}\mu\ne 0$ is held fixed, the bound shrinks to zero instead.

### A two-by-two response with eigenvalues ±2i

Take

$$M=\begin{pmatrix}0&-2\\2&0\end{pmatrix},\qquad c=\begin{pmatrix}1\\-2\end{pmatrix},\qquad p=\begin{pmatrix}1\\0\end{pmatrix}.$$

This matrix is chosen to illustrate complex eigenvalues and is not derived from an electronic-structure model. Its eigenvalues are $\pm 2i$, with normalised eigenvectors $(1,\mp i)/\sqrt2$. Both have $\operatorname{Re}\mu=0$ and $|1-\mu|^2=5$, so the window is $0<\alpha<2/5$. Undamped iteration, $\alpha=1$, doubles the error norm at each step.

Start from $x_0=(0,0)$, where the error is $(-1,0)$. With $\alpha=1/5$ the first step gives $x_1=(0.2,-0.4)$ and the error $(-0.8,-0.4)$. Its squared norm is $0.8$, in agreement with $|f|^2=1-\tfrac15(2-1)=\tfrac45$. At the edge, $\alpha=2/5$, the error becomes $(-0.6,-0.8)$, which still has norm one: the iteration circles the fixed point without approaching it.

## Definitions and theorems in Lean

```lean
import Mathlib

open Filter Topology

namespace LinearMixingWindow

noncomputable section

variable {ι V : Type*} [Fintype ι] [NormedAddCommGroup V] [NormedSpace ℂ V]

/-- One step of linear mixing with parameter `α` for the self-consistency map
`x ↦ M x + c`: the residual `M x + c - x` is added with weight `α`. -/
def mixStep (M : V →ₗ[ℂ] V) (c : V) (α : ℝ) (x : V) : V :=
  x + (α : ℂ) • (M x + c - x)

/-- The factor `1 + α (μ - 1)` belonging to a response eigenvalue `μ`. -/
def mixFactor (α : ℝ) (μ : ℂ) : ℂ := 1 + α * (μ - 1)

/-- The critical mixing parameter `2 (1 - Re μ) / |1 - μ|²` of a response eigenvalue
`μ ≠ 1`. -/
def criticalMixing (μ : ℂ) : ℝ := 2 * (1 - μ.re) / ‖1 - μ‖ ^ 2

/-- The squared modulus of the mixing factor is a quadratic polynomial in `α`. -/
theorem mixFactor_norm_sq (α : ℝ) (μ : ℂ) :
    ‖mixFactor α μ‖ ^ 2 = 1 - α * (2 * (1 - μ.re) - α * ‖1 - μ‖ ^ 2) := by
  rw [Complex.sq_norm, Complex.sq_norm, Complex.normSq_apply, Complex.normSq_apply]
  simp [mixFactor]
  ring

/-- For an eigenvalue with `Re μ < 1`, the mixing factor has modulus below one exactly when
`α` lies strictly between zero and the critical mixing parameter. -/
theorem mixFactor_lt_one_iff {μ : ℂ} (hμ : μ.re < 1) (α : ℝ) :
    ‖mixFactor α μ‖ < 1 ↔ 0 < α ∧ α < criticalMixing μ := by
  have hne : 1 - μ ≠ 0 := by
    intro h
    have h' := congrArg Complex.re h
    simp at h'
    linarith
  have hN : 0 < ‖1 - μ‖ ^ 2 := pow_pos (norm_pos_iff.2 hne) 2
  have hsq := mixFactor_norm_sq α μ
  have h0 := norm_nonneg (mixFactor α μ)
  rw [criticalMixing, lt_div_iff₀ hN]
  constructor
  · intro h
    have hprod : 0 < α * (2 * (1 - μ.re) - α * ‖1 - μ‖ ^ 2) := by nlinarith
    -- a non-positive parameter cannot damp a mode with `Re μ < 1`
    have hα : 0 < α := by
      by_contra hc
      have hc' : 0 ≤ -α := by linarith
      have h1 : 0 ≤ 2 * (1 - μ.re) - α * ‖1 - μ‖ ^ 2 := by
        nlinarith [mul_nonneg hc' hN.le]
      nlinarith [mul_nonneg hc' h1]
    have h2 := (mul_pos_iff_of_pos_left hα).1 hprod
    exact ⟨hα, by linarith⟩
  · rintro ⟨hα, h⟩
    have hprod := mul_pos hα (sub_pos.2 h)
    by_contra hc
    have hc' := not_lt.1 hc
    nlinarith

/-- For a real eigenvalue `μ < 1` the window of damping parameters is
`0 < α < 2 / (1 - μ)`. -/
theorem mixFactor_real_lt_one_iff {μ : ℝ} (hμ : μ < 1) (α : ℝ) :
    ‖mixFactor α (μ : ℂ)‖ < 1 ↔ 0 < α ∧ α < 2 / (1 - μ) := by
  have hne : 1 - μ ≠ 0 := by linarith
  have hn : ‖(1 : ℂ) - μ‖ ^ 2 = (1 - μ) ^ 2 := by
    rw [Complex.sq_norm, Complex.normSq_apply]
    simp
    ring
  have hc : criticalMixing (μ : ℂ) = 2 / (1 - μ) := by
    rw [criticalMixing, hn, Complex.ofReal_re]
    field_simp
  rw [mixFactor_lt_one_iff (by simpa using hμ), hc]

/-- For finitely many eigenvalues, one positive mixing parameter brings all mixing factors
below one in modulus if and only if every eigenvalue has real part below one. -/
theorem exists_mixing_iff (μ : ι → ℂ) :
    (∃ α : ℝ, α > 0 ∧ ∀ j, ‖mixFactor α (μ j)‖ < 1) ↔ ∀ j, (μ j).re < 1 := by
  constructor
  · rintro ⟨α, hα, h⟩ j
    have hsq := mixFactor_norm_sq α (μ j)
    have h0 := norm_nonneg (mixFactor α (μ j))
    have hprod : 0 < α * (2 * (1 - (μ j).re) - α * ‖1 - μ j‖ ^ 2) := by
      nlinarith [h j]
    have h2 := (mul_pos_iff_of_pos_left hα).1 hprod
    have h3 : 0 ≤ α * ‖1 - μ j‖ ^ 2 := mul_nonneg hα.le (sq_nonneg _)
    linarith
  · intro h
    -- every sufficiently small positive parameter works for all modes at once
    have hsmall : ∀ᶠ α in 𝓝[>] (0 : ℝ), ∀ j, ‖mixFactor α (μ j)‖ < 1 := by
      refine eventually_all.2 fun j => ?_
      have hpos : 0 < criticalMixing (μ j) := by
        have hne : 1 - μ j ≠ 0 := by
          intro h'
          have h'' := congrArg Complex.re h'
          simp at h''
          linarith [h j]
        exact div_pos (by linarith [h j]) (pow_pos (norm_pos_iff.2 hne) 2)
      filter_upwards [Ioo_mem_nhdsGT hpos] with α hα
      exact (mixFactor_lt_one_iff (h j) α).2 ⟨hα.1, hα.2⟩
    have h0 : ∀ᶠ α in 𝓝[>] (0 : ℝ), α > 0 := self_mem_nhdsWithin
    exact (h0.and hsmall).exists

/-- If `p` is a fixed point and the initial error is a combination of response eigenvectors,
then `k` mixing steps multiply each component by the `k`-th power of its mixing factor. -/
theorem mixStep_iterate (M : V →ₗ[ℂ] V) (c : V) (α : ℝ) {p : V} (hp : M p + c = p)
    {b : ι → V} {μ : ι → ℂ} (hb : ∀ j, M (b j) = μ j • b j) (a : ι → ℂ) (k : ℕ) :
    (mixStep M c α)^[k] (p + ∑ j, a j • b j) =
      p + ∑ j, (mixFactor α (μ j) ^ k * a j) • b j := by
  induction k with
  | zero => simp
  | succ k ih =>
    rw [Function.iterate_succ_apply', ih, mixStep]
    -- the residual only sees the error, since `p` is self-consistent
    have hres : ∀ e : V, M (p + e) + c - (p + e) = M e - e := by
      intro e
      calc M (p + e) + c - (p + e) = (M p + c - p) + (M e - e) := by
            rw [map_add]; abel
        _ = M e - e := by rw [hp, sub_self, zero_add]
    rw [hres, map_sum, ← Finset.sum_sub_distrib, Finset.smul_sum, add_assoc,
      ← Finset.sum_add_distrib]
    congr 1
    refine Finset.sum_congr rfl fun j _ => ?_
    have hf : mixFactor α (μ j) = 1 + α * (μ j - 1) := rfl
    rw [map_smul, hb, smul_smul, ← sub_smul, smul_smul, ← add_smul]
    congr 1
    rw [pow_succ]
    linear_combination (-(mixFactor α (μ j) ^ k * a j)) * hf

/-- For a response with an eigenbasis, linear mixing converges to the fixed point `p` from
every start if and only if all mixing factors have modulus below one. -/
theorem mixing_converges_iff (b : Module.Basis ι ℂ V) (M : V →ₗ[ℂ] V) (c : V) (α : ℝ)
    {p : V} (hp : M p + c = p) {μ : ι → ℂ} (hb : ∀ j, M (b j) = μ j • b j) :
    (∀ x, Tendsto (fun k => (mixStep M c α)^[k] x) atTop (𝓝 p)) ↔
      ∀ j, ‖mixFactor α (μ j)‖ < 1 := by
  constructor
  · intro h j
    by_contra hj
    have hj' := not_lt.1 hj
    -- start with an error along the single mode `b j`
    have hk : ∀ k, (mixStep M c α)^[k] (p + b j) = p + mixFactor α (μ j) ^ k • b j := by
      intro k
      simpa using mixStep_iterate (ι := Unit) M c α hp (b := fun _ => b j)
        (μ := fun _ => μ j) (fun _ => hb j) (fun _ => 1) k
    have hn := ((h (p + b j)).sub_const p).norm
    simp only [hk, add_sub_cancel_left, sub_self, norm_zero] at hn
    have hle : ‖b j‖ ≤ 0 := ge_of_tendsto' hn fun k => by
      rw [norm_smul, norm_pow]
      exact le_mul_of_one_le_left (norm_nonneg _) (one_le_pow₀ hj')
    exact b.ne_zero j (norm_le_zero_iff.1 hle)
  · intro h x
    -- expand the initial error in the eigenbasis
    have hx : p + ∑ j, b.repr (x - p) j • b j = x := by
      rw [b.sum_repr]; abel
    have hk := mixStep_iterate M c α hp hb (fun j => b.repr (x - p) j)
    rw [hx] at hk
    have ht : Tendsto (fun k : ℕ => p + ∑ j, (mixFactor α (μ j) ^ k *
        b.repr (x - p) j) • b j) atTop
        (𝓝 (p + ∑ j, ((0 : ℂ) * b.repr (x - p) j) • b j)) :=
      tendsto_const_nhds.add (tendsto_finsetSum _ fun j _ =>
        ((tendsto_pow_atTop_nhds_zero_of_norm_lt_one (h j)).mul_const _).smul_const _)
    simp only [zero_mul, zero_smul, Finset.sum_const_zero, add_zero] at ht
    exact ht.congr fun k => (hk k).symm

/-- For a response with a nonempty finite eigenbasis and a fixed point `p`, some positive `α`
makes linear mixing converge to `p` from every start if and only if all eigenvalues have real
part below one; then the convergent real `α` are exactly the positive ones below every
critical mixing parameter. -/
theorem linear_mixing_window [Nonempty ι] (b : Module.Basis ι ℂ V) (M : V →ₗ[ℂ] V) (c : V)
    {p : V} (hp : M p + c = p) {μ : ι → ℂ} (hb : ∀ j, M (b j) = μ j • b j) :
    ((∃ α : ℝ, α > 0 ∧ ∀ x, Tendsto (fun k => (mixStep M c α)^[k] x) atTop (𝓝 p)) ↔
      ∀ j, (μ j).re < 1) ∧
    ((∀ j, (μ j).re < 1) → ∀ α : ℝ,
      ((∀ x, Tendsto (fun k => (mixStep M c α)^[k] x) atTop (𝓝 p)) ↔
        0 < α ∧ ∀ j, α < criticalMixing (μ j))) := by
  have key := fun α : ℝ => mixing_converges_iff b M c α hp hb
  refine ⟨(exists_congr fun α => and_congr_right fun _ => key α).trans
    (exists_mixing_iff μ), fun h α => (key α).trans ?_⟩
  constructor
  · intro hs
    have hw := fun j => (mixFactor_lt_one_iff (h j) α).1 (hs j)
    exact ⟨(hw (Classical.arbitrary ι)).1, fun j => (hw j).2⟩
  · rintro ⟨hα, hw⟩ j
    exact (mixFactor_lt_one_iff (h j) α).2 ⟨hα, hw j⟩

/-- The matrix with rows `(0, -2)` and `(2, 0)` has the independent eigenvectors `(1, -i)` and
`(1, i)` with eigenvalues `2i` and `-2i`, and with `c = (1, -2)` the fixed point `(1, 0)`. -/
theorem linear_mixing_witness :
    LinearIndependent ℂ ![![1, -Complex.I], ![1, Complex.I]] ∧
    Matrix.toLin' !![(0 : ℂ), -2; 2, 0] ![1, -Complex.I] =
      (2 * Complex.I) • ![1, -Complex.I] ∧
    Matrix.toLin' !![(0 : ℂ), -2; 2, 0] ![1, Complex.I] =
      (-2 * Complex.I) • ![1, Complex.I] ∧
    Matrix.toLin' !![(0 : ℂ), -2; 2, 0] ![1, 0] + ![1, -2] = ![1, 0] := by
  have hI : Complex.I * Complex.I = -1 := Complex.I_mul_I
  refine ⟨?_, ?_, ?_, ?_⟩
  · rw [LinearIndependent.pair_iff]
    intro s t h
    have h0 : s * 1 + t * 1 = 0 := by simpa using congrFun h 0
    have h1 : s * -Complex.I + t * Complex.I = 0 := by simpa using congrFun h 1
    constructor
    · linear_combination (1 / 2) * h0 + (Complex.I / 2) * h1 + ((s - t) / 2) * hI
    · linear_combination (1 / 2) * h0 - (Complex.I / 2) * h1 + ((t - s) / 2) * hI
  · ext i
    fin_cases i <;> simp [Matrix.toLin'_apply, Matrix.mulVec, dotProduct,
      Fin.sum_univ_succ, mul_assoc]
  · ext i
    fin_cases i <;> simp [Matrix.toLin'_apply, Matrix.mulVec, dotProduct,
      Fin.sum_univ_succ, mul_assoc]
  · ext i
    fin_cases i <;> simp [Matrix.toLin'_apply]

end

end LinearMixingWindow
```

```lean
#print axioms LinearMixingWindow.mixFactor_real_lt_one_iff
-- 'LinearMixingWindow.mixFactor_real_lt_one_iff' depends on axioms: [propext, Classical.choice, Quot.sound]
#print axioms LinearMixingWindow.linear_mixing_window
-- 'LinearMixingWindow.linear_mixing_window' depends on axioms: [propext, Classical.choice, Quot.sound]
```

## Reading the statement and its limits

`mixStep M c α` is one mixing step, and `(mixStep M c α)^[k] x` is the vector after $k$ steps from `x`. `mixFactor α μ` is $f$, and `criticalMixing μ` is the upper bound on $\alpha$. The finite type `ι` labels the modes, `b : Module.Basis ι ℂ V` is the eigenbasis, and `hb` says that `b j` has eigenvalue `μ j`. Eigenvalues may repeat, and the eigenvectors need not be orthogonal or normalised. Convergence, written with `Tendsto`, is in the norm of `V`.

The main theorem, `linear_mixing_window`, is a conjunction. Its first part says that a positive convergent `α` exists if and only if all real parts are below one. Its second part assumes that condition and characterises the convergent `α` among all reals. The hypothesis `[Nonempty ι]` excludes the zero-dimensional space, where every real `α` converges trivially and the restriction `0 < α` would be wrong.

The eigenbasis and the fixed point are hypotheses. Physically, the first says that the linear response separates into independent modes, and the second that a self-consistent solution exists. Defective response matrices are not covered, nor are nonlinear updates, rounding errors or an `α` that changes between steps. The theorem also gives no promise that the error falls at every step: with non-orthogonal eigenvectors its norm can grow at first and still tend to zero.

## From the modulus identity to the convergence theorem

`mixFactor_norm_sq` is the expansion of $|f|^2$, obtained by writing the moduli in real and imaginary parts and finishing with `ring`. `mixFactor_lt_one_iff` turns it into the window for one mode; the `nlinarith` calls carry out the sign arguments and the passage between $|f|<1$ and $|f|^2<1$. `mixFactor_real_lt_one_iff` is the real special case.

In `exists_mixing_iff`, the small common parameter is found through a filter instead of an explicit minimum. Each mode is damped for all sufficiently small positive `α`, and `eventually_all` combines these finitely many conditions. The converse uses the same sign argument as the derivation above.

`mixStep_iterate` proves the formula for $e_k$ by induction on `k`. Its inner statement `hres` is the cancellation that leaves $Me-e$ as the residual. `mixing_converges_iff` then proves the equivalence with $|f_j|<1$. For one direction it starts with an error along a single `b j` and uses `ge_of_tendsto'` to reach the contradiction $\|b_j\|\le 0$. For the other it expands the initial error with `b.repr` and takes the limit term by term.

`linear_mixing_window` combines this equivalence with the results on the factors. `linear_mixing_witness` checks the data of the two-by-two example: the independence of the unnormalised eigenvectors $(1,\mp i)$, their eigenvalues $\pm 2i$, and the fixed point.
